# Eigenvector error in PAW: second order in the energy, possibly first order in the force

## Two levels with an overlap

Take the overlap S = diag(1, 4) and the Hamiltonian H = diag(1, 8). The vector u = (1, 0) satisfies Hu = eSu with e = 1. A trial vector v = (a, b) with real a, b is normalised when a² + 4b² = 1, and its energy error is

a² + 8b² − 1 = 4b².

Let the force matrix A have zeros on the diagonal and ones off it. The force is 0 at u and 2ab at v. Near u, where a ≈ 1, the energy error is quadratic in b and the force error is linear.

## The force matrix in a PAW calculation

In the projector augmented-wave (PAW) method the overlap S depends on the atomic positions. A state u with Hu = eSu and ⟨u, Su⟩ = 1 contributes to the force along a nuclear coordinate R, up to sign and occupation, the amount ⟨u, Au⟩ with

A = ∂H/∂R − e ∂S/∂R.

An iterative eigensolver stops at some v ≠ u, and the program evaluates this expression with v and the energy ⟨v, Hv⟩ in place of u and e. The energy replacement changes the force only at second order; a linear error can come from v itself. In the example, b = 10⁻³ gives an energy error of 4·10⁻⁶ but a force error of about 2·10⁻³. For a single state in a finite basis, with no self-consistent update of H, a converged energy therefore doesn't by itself imply an equally converged force.

## The energy error as a quadratic form

Let H and S be Hermitian, e real, Hu = eSu and ⟨v, Sv⟩ = 1. Put K = H − eS, which is Hermitian with Ku = 0. Then

⟨v−u, K(v−u)⟩ = ⟨v−u, Kv⟩ = ⟨v, Kv⟩ − ⟨Ku, v⟩ = ⟨v, Hv⟩ − e⟨v, Sv⟩ = ⟨v, Hv⟩ − e.

Write w = v − u and N = Σₖ|wₖ|². Since |wᵢ||wⱼ| ≤ (|wᵢ|² + |wⱼ|²)/2 ≤ N,

|⟨v, Hv⟩ − e| ≤ (Σᵢⱼ|Kᵢⱼ|) N.

## When the force is stationary

Let A be Hermitian, ⟨u, Su⟩ = 1 and f(v) = Re⟨v, Av⟩. For real t,

f(u + td) = f(u) + 2t Re⟨Au, d⟩ + t² f(d),

so the slope at t = 0 is 2 Re⟨Au, d⟩. For Hermitian S, the directions with Re⟨Su, d⟩ = 0 are those that preserve normalisation to first order.

If Au = cSu with c real, the slope along such d is 2c Re⟨Su, d⟩ = 0. Conversely, suppose all these slopes vanish. For arbitrary d put r = Re⟨Su, d⟩. Then d − ru is admissible, because Re⟨Su, d − ru⟩ = r − r = 0, and so

0 = Re⟨Au, d − ru⟩ = Re⟨Au, d⟩ − r Re⟨Au, u⟩.

With c = Re⟨Au, u⟩ this reads Re⟨Au − cSu, d⟩ = 0 for every d. Choosing d = Au − cSu makes its squared length zero, hence Au = cSu. The constant c is the force value f(u).

## The statements in Lean

States are coefficient vectors `n → ℂ` over a finite index type, and operators are matrices. `braket` is conjugate-linear in its first argument, and `forceForm` is f. Positive definiteness of S is not assumed, so a PAW overlap is a special case; `force_stationary_iff` doesn't even require S to be Hermitian. The matrix A is an arbitrary Hermitian input: its origin as a derivative, the self-consistent response of H and sums over occupied states lie beyond the model.

```lean
import Mathlib

open Matrix

namespace PAWForceError

variable {n : Type*} [Fintype n]

/-- The product `⟨x, y⟩` of two coefficient vectors, conjugate-linear in `x`. -/
def braket (x y : n → ℂ) : ℂ := star x ⬝ᵥ y

/-- The force form: the real part of `⟨v, A v⟩` for a force matrix `A` and a state `v`. -/
def forceForm (A : Matrix n n ℂ) (v : n → ℂ) : ℝ := (braket v (A *ᵥ v)).re

/-- A Hermitian matrix can be moved from one side of the product to the other. -/
theorem braket_hermitian {M : Matrix n n ℂ} (hM : M.IsHermitian) (x y : n → ℂ) :
    braket x (M *ᵥ y) = braket (M *ᵥ x) y := by
  unfold braket
  rw [Matrix.star_mulVec, hM.eq, Matrix.dotProduct_mulVec]

private lemma braket_re_comm (x y : n → ℂ) : (braket x y).re = (braket y x).re := by
  have h : star (braket x y) = braket y x := by
    simp only [braket, dotProduct, star_sum, star_mul', Pi.star_apply, star_star]
    exact Finset.sum_congr rfl fun i _ => mul_comm _ _
  rw [← h, Complex.star_def, Complex.conj_re]

private lemma braket_re_sub (x y z : n → ℂ) (r : ℝ) :
    (braket x (y - (r : ℂ) • z)).re = (braket x y).re - r * (braket x z).re := by
  simp [braket, dotProduct_sub, dotProduct_smul]

private lemma eq_zero_of_braket_self {w : n → ℂ} (h : (braket w w).re = 0) : w = 0 := by
  have h' : ∑ i, Complex.normSq (w i) = 0 := by
    rw [← h]
    simp only [braket, dotProduct, Complex.re_sum]
    refine Finset.sum_congr rfl fun i _ => ?_
    simp [Complex.normSq_apply, Complex.mul_re]
  funext i
  exact Complex.normSq_eq_zero.mp
    ((Finset.sum_eq_zero_iff_of_nonneg fun i _ => Complex.normSq_nonneg _).mp h' i
      (Finset.mem_univ i))

/-- Let `H u = e S u` with `H`, `S` Hermitian and `e` real. For a trial vector with
`⟨v, S v⟩ = 1` the energy error is the form of `H - e S` in the eigenvector error `v - u`. -/
theorem energy_error {H S : Matrix n n ℂ} (hH : H.IsHermitian) (hS : S.IsHermitian)
    {e : ℝ} {u v : n → ℂ} (hu : H *ᵥ u = (e : ℂ) • (S *ᵥ u)) (hv : braket v (S *ᵥ v) = 1) :
    braket v (H *ᵥ v) - e = braket (v - u) ((H - (e : ℂ) • S) *ᵥ (v - u)) := by
  have hK : (H - (e : ℂ) • S).IsHermitian := by
    simp [Matrix.IsHermitian, conjTranspose_sub, conjTranspose_smul, hH.eq, hS.eq]
  have hKu : (H - (e : ℂ) • S) *ᵥ u = 0 := by
    rw [Matrix.sub_mulVec, Matrix.smul_mulVec, hu, sub_self]
  -- the cross terms vanish because `H - e S` annihilates `u` from both sides
  have hcross : braket u ((H - (e : ℂ) • S) *ᵥ v) = 0 := by
    rw [braket_hermitian hK, hKu]
    simp [braket]
  have hsplit : braket (v - u) ((H - (e : ℂ) • S) *ᵥ v)
      = braket v ((H - (e : ℂ) • S) *ᵥ v) - braket u ((H - (e : ℂ) • S) *ᵥ v) := by
    simp only [braket, star_sub, sub_dotProduct]
  have hdiag : braket v ((H - (e : ℂ) • S) *ᵥ v)
      = braket v (H *ᵥ v) - e * braket v (S *ᵥ v) := by
    simp only [braket, Matrix.sub_mulVec, Matrix.smul_mulVec, dotProduct_sub,
      dotProduct_smul, smul_eq_mul]
  rw [Matrix.mulVec_sub, hKu, sub_zero, hsplit, hcross, hdiag, hv]
  ring

/-- The modulus of the form `⟨w, M w⟩` is at most the sum of the moduli of the entries of `M` times
the squared length of `w`. -/
theorem form_bound (M : Matrix n n ℂ) (w : n → ℂ) :
    ‖braket w (M *ᵥ w)‖ ≤ (∑ i, ∑ j, ‖M i j‖) * ∑ k, ‖w k‖ ^ 2 := by
  have hk : ∀ k, ‖w k‖ ^ 2 ≤ ∑ k, ‖w k‖ ^ 2 := fun k =>
    Finset.single_le_sum (f := fun k => ‖w k‖ ^ 2) (fun i _ => sq_nonneg _)
      (Finset.mem_univ k)
  generalize (∑ k, ‖w k‖ ^ 2) = N at hk ⊢
  simp only [braket, dotProduct, Matrix.mulVec, Finset.mul_sum, Finset.sum_mul]
  refine (norm_sum_le _ _).trans (Finset.sum_le_sum fun i _ =>
    (norm_sum_le _ _).trans (Finset.sum_le_sum fun j _ => ?_))
  rw [norm_mul, norm_mul, Pi.star_apply, norm_star]
  have hij : ‖w i‖ * ‖w j‖ ≤ N := by
    nlinarith [hk i, hk j, sq_nonneg (‖w i‖ - ‖w j‖)]
  calc ‖w i‖ * (‖M i j‖ * ‖w j‖) = ‖M i j‖ * (‖w i‖ * ‖w j‖) := by ring
    _ ≤ ‖M i j‖ * N := by gcongr

/-- For Hermitian `H`, `S`, real `e`, `H u = e S u` and `⟨v, S v⟩ = 1`, the modulus of the energy
error is at most a constant, independent of `v`, times the squared length of `v - u`. -/
theorem energy_error_second_order {H S : Matrix n n ℂ} (hH : H.IsHermitian)
    (hS : S.IsHermitian) {e : ℝ} {u v : n → ℂ} (hu : H *ᵥ u = (e : ℂ) • (S *ᵥ u))
    (hv : braket v (S *ᵥ v) = 1) :
    ‖braket v (H *ᵥ v) - e‖
      ≤ (∑ i, ∑ j, ‖(H - (e : ℂ) • S) i j‖) * ∑ k, ‖(v - u) k‖ ^ 2 := by
  rw [energy_error hH hS hu hv]
  exact form_bound _ _

/-- Exact change of the force form of a Hermitian `A` when the state `u` is displaced by
`t d` with `t` real: a linear term `2 t Re⟨A u, d⟩` and a quadratic term. -/
theorem forceForm_expand {A : Matrix n n ℂ} (hA : A.IsHermitian) (u d : n → ℂ) (t : ℝ) :
    forceForm A (u + (t : ℂ) • d)
      = forceForm A u + t * (2 * (braket (A *ᵥ u) d).re) + t ^ 2 * forceForm A d := by
  have h1 := braket_hermitian hA u d
  have h2 := braket_re_comm d (A *ᵥ u)
  have h3 : braket (u + (t : ℂ) • d) (A *ᵥ (u + (t : ℂ) • d))
      = braket u (A *ᵥ u) + t * braket u (A *ᵥ d) + t * braket d (A *ᵥ u)
        + t * (t * braket d (A *ᵥ d)) := by
    simp only [braket, Matrix.mulVec_add, Matrix.mulVec_smul, star_add, star_smul,
      add_dotProduct, dotProduct_add, smul_dotProduct, dotProduct_smul, smul_eq_mul,
      Complex.star_def, Complex.conj_ofReal]
    ring
  unfold forceForm
  rw [h3, h1]
  simp only [Complex.add_re, Complex.re_ofReal_mul]
  linear_combination t * h2

/-- The first-order change of the force form of a Hermitian `A` at `u` along `d` is
`2 Re⟨A u, d⟩`. -/
theorem forceForm_hasDerivAt {A : Matrix n n ℂ} (hA : A.IsHermitian) (u d : n → ℂ) :
    HasDerivAt (fun t : ℝ => forceForm A (u + (t : ℂ) • d))
      (2 * (braket (A *ᵥ u) d).re) 0 := by
  simp only [forceForm_expand hA]
  have h := (((hasDerivAt_id' (0 : ℝ)).mul_const (2 * (braket (A *ᵥ u) d).re)).const_add
    (forceForm A u)).fun_add (((hasDerivAt_id' (0 : ℝ)).fun_pow 2).mul_const (forceForm A d))
  exact h.congr_deriv (by simp)

/-- Let `A` be Hermitian and `⟨u, S u⟩ = 1`. The force form has zero first-order change at `u`
along every `d` with `Re⟨S u, d⟩ = 0` if and only if `A u` is a real multiple of `S u`. -/
theorem force_stationary_iff {A S : Matrix n n ℂ} (hA : A.IsHermitian) {u : n → ℂ}
    (hn : braket u (S *ᵥ u) = 1) :
    (∀ d : n → ℂ, (braket (S *ᵥ u) d).re = 0 →
      HasDerivAt (fun t : ℝ => forceForm A (u + (t : ℂ) • d)) 0 0)
    ↔ ∃ c : ℝ, A *ᵥ u = (c : ℂ) • (S *ᵥ u) := by
  constructor
  · intro h
    have hSu : (braket (S *ᵥ u) u).re = 1 := by
      rw [braket_re_comm, hn, Complex.one_re]
    -- remove from `d` its component along `u` to obtain an admissible direction
    have key : ∀ d : n → ℂ, (braket (A *ᵥ u) d).re
        = (braket (S *ᵥ u) d).re * (braket (A *ᵥ u) u).re := by
      intro d
      have hd : (braket (S *ᵥ u) (d - ((braket (S *ᵥ u) d).re : ℂ) • u)).re = 0 := by
        rw [braket_re_sub, hSu]
        ring
      have h0 := (h _ hd).unique (forceForm_hasDerivAt hA u _)
      rw [braket_re_sub] at h0
      linarith
    refine ⟨(braket (A *ᵥ u) u).re, sub_eq_zero.mp (eq_zero_of_braket_self ?_)⟩
    -- the residual is orthogonal to every vector, hence to itself
    rw [braket_re_comm, braket_re_sub, braket_re_comm _ (A *ᵥ u),
      braket_re_comm _ (S *ᵥ u), key]
    ring
  · rintro ⟨c, hc⟩ d hd
    refine (forceForm_hasDerivAt hA u d).congr_deriv ?_
    have h1 : (braket ((c : ℂ) • (S *ᵥ u)) d).re = c * (braket (S *ᵥ u) d).re := by
      rw [braket_re_comm, braket_re_comm (S *ᵥ u) d]
      simp [braket, dotProduct_smul]
    rw [hc, h1, hd]
    ring

/-- If `⟨u, S u⟩ = 1` and `A u = c S u` with `c` real, then `c` is the value of the force
form at `u`. -/
theorem multiplier_eq_force {A S : Matrix n n ℂ} {u : n → ℂ} {c : ℝ}
    (hn : braket u (S *ᵥ u) = 1) (hc : A *ᵥ u = (c : ℂ) • (S *ᵥ u)) :
    forceForm A u = c := by
  have h : braket u ((c : ℂ) • (S *ᵥ u)) = c * braket u (S *ᵥ u) := by
    simp only [braket, dotProduct_smul, smul_eq_mul]
  rw [forceForm, hc, h, hn, mul_one, Complex.ofReal_re]

/-- A two-level system with overlap `diag(1, 4)`, Hamiltonian `diag(1, 8)` and eigenvector `(1, 0)`
at energy `1`. For real `a`, `b` with `a² + 4 b² = 1` the trial vector `(a, b)` is normalised, its
energy error is `4 b²`, and its force form for the matrix with zeros on the diagonal and ones off it
is `2 a b`. -/
theorem two_level_force_error :
    !![(1 : ℂ), 0; 0, 8] *ᵥ ![1, 0] = ((1 : ℝ) : ℂ) • (!![(1 : ℂ), 0; 0, 4] *ᵥ ![1, 0]) ∧
    ∀ a b : ℝ, a ^ 2 + 4 * b ^ 2 = 1 →
      braket ![(a : ℂ), (b : ℂ)] (!![(1 : ℂ), 0; 0, 4] *ᵥ ![(a : ℂ), (b : ℂ)]) = 1 ∧
      braket ![(a : ℂ), (b : ℂ)] (!![(1 : ℂ), 0; 0, 8] *ᵥ ![(a : ℂ), (b : ℂ)]) - 1
        = 4 * (b : ℂ) ^ 2 ∧
      forceForm !![(0 : ℂ), 1; 1, 0] ![(a : ℂ), (b : ℂ)] = 2 * a * b := by
  constructor
  · ext i
    fin_cases i <;> simp [Matrix.mulVec, dotProduct, Fin.sum_univ_two]
  · intro a b hab
    have h : (a : ℂ) ^ 2 + 4 * (b : ℂ) ^ 2 = 1 := by exact_mod_cast hab
    refine ⟨?_, ?_, ?_⟩
    · simp [braket, Matrix.mulVec, dotProduct, Fin.sum_univ_two]
      linear_combination h
    · simp [braket, Matrix.mulVec, dotProduct, Fin.sum_univ_two]
      linear_combination h
    · have hf : braket ![(a : ℂ), (b : ℂ)]
          (!![(0 : ℂ), 1; 1, 0] *ᵥ ![(a : ℂ), (b : ℂ)]) = ((2 * a * b : ℝ) : ℂ) := by
        simp [braket, Matrix.mulVec, dotProduct, Fin.sum_univ_two]
        ring
      rw [forceForm, hf, Complex.ofReal_re]

end PAWForceError
```

```lean
#print axioms PAWForceError.energy_error_second_order
-- 'PAWForceError.energy_error_second_order' depends on axioms: [propext, Classical.choice, Quot.sound]
#print axioms PAWForceError.force_stationary_iff
-- 'PAWForceError.force_stationary_iff' depends on axioms: [propext, Classical.choice, Quot.sound]
#print axioms PAWForceError.multiplier_eq_force
-- 'PAWForceError.multiplier_eq_force' depends on axioms: [propext, Classical.choice, Quot.sound]
#print axioms PAWForceError.two_level_force_error
-- 'PAWForceError.two_level_force_error' depends on axioms: [propext, Classical.choice, Quot.sound]
```

## From the matrix identities to the equivalence

In `energy_error`, `hKu` and `hcross` remove the cross terms, and `hdiag` separates H from S. `form_bound` supplies the entrywise estimate, which `energy_error_second_order` applies to K.

`forceForm_expand` is the expansion in t, and `forceForm_hasDerivAt` reads off its slope. In `force_stationary_iff`, `key` is the subtraction of ru, and `eq_zero_of_braket_self` turns zero length into a zero vector. `multiplier_eq_force` identifies c, and `two_level_force_error` checks the opening example.

## Two derivatives of one function

`HasDerivAt g s x` is a proposition: g has derivative s at x. In the ending `0 0` of the stationarity condition, the first zero is the slope and the second the point t = 0. Along d − ru, the hypothesis gives slope 0 and `forceForm_hasDerivAt` gives 2 Re⟨Au, d − ru⟩. The method `.unique` says that a function has at most one derivative at a point, so the two values are equal. This turns a statement about calculus into the linear equation from which `key` follows.
